# Ground-state energies of one, two and three independent electrons on two orbitals with tilted classical moments

Two orbitals are joined by hopping V ≥ 0, and each has spin levels 0 and D ≥ 0 along its own classical moment, the two moments enclosing an angle θ between 0 and π. The lemma states that the lowest energies of one, two and three non-interacting electrons are D/2 − p, D − (p + q) and 3D/2 − p, where p = √(D²/4 + V² + DV cos(θ/2)) and q = √(D²/4 + V² − DV cos(θ/2)). Mathematically, each energy is the sum of the one, two or three smallest roots of the characteristic polynomial of a real 4 × 4 matrix, counted with multiplicity. The proof takes the four roots from the lemma `levels`, shows that D/2 − p, D/2 − q, D/2 + q, D/2 + p is their sorted list, and adds up the first entries.

The failing Lean file:

```lean
import Mathlib

open Polynomial

namespace GroundEnergyFormula

noncomputable section

/-- One-electron Hamiltonian of two orbitals with hopping `V`, each with local spin levels `0`
and `D` along a classical moment; the moments are tilted by `θ/2` and `-θ/2` from the z axis.
The basis is (site 1 up, site 1 down, site 2 up, site 2 down). -/
def hamiltonian (D V θ : ℝ) : Matrix (Fin 4) (Fin 4) ℝ :=
  !![D / 2 * (1 - Real.cos (θ / 2)), -(D / 2 * Real.sin (θ / 2)), V, 0;
     -(D / 2 * Real.sin (θ / 2)), D / 2 * (1 + Real.cos (θ / 2)), 0, V;
     V, 0, D / 2 * (1 - Real.cos (θ / 2)), D / 2 * Real.sin (θ / 2);
     0, V, D / 2 * Real.sin (θ / 2), D / 2 * (1 + Real.cos (θ / 2))]

/-- Energy of `N ≤ 4` independent electrons filling the lowest levels of a symmetric `H`,
the levels being the roots of the characteristic polynomial with multiplicity. -/
def groundEnergy (H : Matrix (Fin 4) (Fin 4) ℝ) (N : ℕ) : ℝ :=
  ((H.charpoly.roots.sort (· ≤ ·)).take N).sum

/-- The distance `√(D²/4 + V² + D V x)` of a level from the centre `D/2` of the spectrum,
for `-1 ≤ x ≤ 1`. -/
def offset (D V x : ℝ) : ℝ := Real.sqrt (D ^ 2 / 4 + V ^ 2 + D * V * x)

/-- The determinant of two spin blocks with opposite off-diagonal elements, joined by hopping. -/
theorem det_two_site (a b d V : ℝ) :
    Matrix.det !![a, b, -V, 0; b, d, 0, -V; -V, 0, a, -b; 0, -V, -b, d] =
      (a ^ 2 - b ^ 2 - V ^ 2) * (d ^ 2 - b ^ 2 - V ^ 2) + b ^ 2 * (a - d) ^ 2 := by
  simp [Matrix.det_succ_row_zero, Fin.sum_univ_succ, Fin.succAbove]
  ring

/-- The four levels are `D/2 ± p` and `D/2 ± q`, where `p² = D²/4 + V² + D V cos(θ/2)` and
`q² = D²/4 + V² - D V cos(θ/2)`. -/
theorem levels (D V θ p q : ℝ)
    (hp : p ^ 2 = D ^ 2 / 4 + V ^ 2 + D * V * Real.cos (θ / 2))
    (hq : q ^ 2 = D ^ 2 / 4 + V ^ 2 - D * V * Real.cos (θ / 2)) :
    (hamiltonian D V θ).charpoly.roots = {D / 2 - p, D / 2 - q, D / 2 + q, D / 2 + p} := by
  have h : (hamiltonian D V θ).charpoly =
      (Multiset.map (fun a => X - C a)
        ({D / 2 - p, D / 2 - q, D / 2 + q, D / 2 + p} : Multiset ℝ)).prod := by
    apply Polynomial.funext
    intro x
    have hM : Matrix.scalar (Fin 4) x - hamiltonian D V θ =
        !![x - D / 2 * (1 - Real.cos (θ / 2)), D / 2 * Real.sin (θ / 2), -V, 0;
           D / 2 * Real.sin (θ / 2), x - D / 2 * (1 + Real.cos (θ / 2)), 0, -V;
           -V, 0, x - D / 2 * (1 - Real.cos (θ / 2)), -(D / 2 * Real.sin (θ / 2));
           0, -V, -(D / 2 * Real.sin (θ / 2)), x - D / 2 * (1 + Real.cos (θ / 2))] := by
      ext i j
      fin_cases i <;> fin_cases j <;> simp [hamiltonian]
    have hb : (D / 2 * Real.sin (θ / 2)) ^ 2 = D ^ 2 / 4 * (1 - Real.cos (θ / 2) ^ 2) := by
      rw [mul_pow, Real.sin_sq]
      ring
    -- the spectrum is symmetric about D/2
    have hr : (x - (D / 2 - p)) * ((x - (D / 2 - q)) * ((x - (D / 2 + q)) * (x - (D / 2 + p))))
        = ((x - D / 2) ^ 2 - p ^ 2) * ((x - D / 2) ^ 2 - q ^ 2) := by ring
    rw [Matrix.eval_charpoly, hM, det_two_site]
    simp only [Multiset.insert_eq_cons, Multiset.map_cons, Multiset.map_singleton,
      Multiset.prod_cons, Multiset.prod_singleton, eval_mul, eval_sub, eval_X, eval_C]
    rw [hr, hp, hq, hb]
    ring
  rw [h, Polynomial.roots_multiset_prod_X_sub_C]

/-- The squared level offset `D²/4 + V² + D V x` is nonnegative for `-1 ≤ x ≤ 1`. -/
theorem radicand_nonneg (D V x : ℝ) (hx : x ^ 2 ≤ 1) :
    0 ≤ D ^ 2 / 4 + V ^ 2 + D * V * x := by
  nlinarith [sq_nonneg (D / 2 + V * x), mul_nonneg (sq_nonneg V) (sub_nonneg.2 hx)]

/-- For `D, V ≥ 0` and an angle between `0` and `π`, the energies of one, two and three electrons
in terms of the level offsets. -/
theorem groundEnergy_formula {D V θ : ℝ} (hD : 0 ≤ D) (hV : 0 ≤ V)
    (hθ : θ ∈ Set.Icc 0 Real.pi) :
    groundEnergy (hamiltonian D V θ) 1 = D / 2 - offset D V (Real.cos (θ / 2)) ∧
    groundEnergy (hamiltonian D V θ) 2 =
      D - (offset D V (Real.cos (θ / 2)) + offset D V (-Real.cos (θ / 2))) ∧
    groundEnergy (hamiltonian D V θ) 3 = 3 * D / 2 - offset D V (Real.cos (θ / 2)) := by
  have hc : 0 ≤ Real.cos (θ / 2) := Real.cos_nonneg_of_neg_pi_div_two_le_of_le
    (by linarith [hθ.1, Real.pi_pos]) (by linarith [hθ.2])
  have hc1 : Real.cos (θ / 2) ^ 2 ≤ 1 := Real.cos_sq_le_one _
  have hp : offset D V (Real.cos (θ / 2)) ^ 2 = _ := Real.sq_sqrt (radicand_nonneg D V _ hc1)
  have hq : offset D V (-Real.cos (θ / 2)) ^ 2 = _ :=
    Real.sq_sqrt (radicand_nonneg D V _ (by rwa [neg_sq]))
  have hq0 : 0 ≤ offset D V (-Real.cos (θ / 2)) := Real.sqrt_nonneg _
  have hqp : offset D V (-Real.cos (θ / 2)) ≤ offset D V (Real.cos (θ / 2)) :=
    Real.sqrt_le_sqrt (by nlinarith [mul_nonneg (mul_nonneg hD hV) hc])
  have hl := levels D V θ _ _ hp (by rw [hq]; ring)
  generalize offset D V (Real.cos (θ / 2)) = p at *
  generalize offset D V (-Real.cos (θ / 2)) = q at *
  -- the levels are already listed in increasing order
  have hs : (hamiltonian D V θ).charpoly.roots.sort (· ≤ ·) =
      [D / 2 - p, D / 2 - q, D / 2 + q, D / 2 + p] := by
    rw [hl]
    simp only [Multiset.insert_eq_cons]
    rw [Multiset.sort_cons, Multiset.sort_cons, Multiset.sort_cons, Multiset.sort_singleton]
    all_goals
      intro b hb
      simp only [Multiset.mem_cons, Multiset.mem_singleton] at hb
      rcases hb with hb | hb
      · linarith
      · rcases hb with hb | hb <;> linarith
  unfold groundEnergy
  rw [hs]
  refine ⟨?_, ?_, ?_⟩ <;> simp only [List.take, List.sum_cons, List.sum_nil] <;> ring

end

end GroundEnergyFormula
```

Compiling this gives:

```
Main.lean:101:6: error: No goals to be solved
```

This version goes through:

```diff
@@ -97,7 +97,5 @@
       intro b hb
       simp only [Multiset.mem_cons, Multiset.mem_singleton] at hb
-      rcases hb with hb | hb
-      · linarith
-      · rcases hb with hb | hb <;> linarith
+      rcases hb with hb | hb | hb <;> linarith
   unfold groundEnergy
   rw [hs]
```

The error "No goals to be solved" is at the second bullet of the block under `all_goals`. That block proves the three side conditions left by the rewrites with `Multiset.sort_cons`: each of the first three levels must be at most every level after it. After `simp only`, the hypothesis `hb` says which later level `b` is, and it has three alternatives for the first level, two for the second and only one for the third.

For the third level `hb` is thus a single equation, not a disjunction, and `rcases hb with hb | hb` leaves one goal. The first bullet closes it, and the second has nothing left to prove.

The repair splits `hb` with the pattern `hb | hb | hb`, which is enough for three alternatives and also works with fewer. `<;> linarith` then runs `linarith` on every goal that results, however many there are, so the same line serves all three side conditions.
